# The mixed estimator in imaginary-time projection can lie below the ground-state energy

I propagate a starting state $\psi$ in imaginary time and read the energy off by projecting onto a fixed trial state $\phi$:

$$E_{\rm mix}(t)=\frac{\langle\phi,He^{-tH}\psi\rangle}{\langle\phi,e^{-tH}\psi\rangle}.$$

I had assumed that this approaches the ground energy from above, as the expectation value of $H$ in the projected state does. But with $H=\mathrm{diag}(0,1)$, $\phi=(1,-1)$ and $\psi=(2,1)$ I get negative values at every $t\ge 0$, although the ground energy is $0$ and the overlap in the denominator is positive. Is this right, and does the estimator still converge to $0$? I would like to see the argument made rigorous and machine-checked, with the propagator as a true matrix exponential.

## Weights of both signs can break the lower bound

Yes to both: the estimator is below $0$ at every $t\ge 0$, and it rises to $0$.

**The two-level case.** Number the levels $0$ and $1$, with $E_0=0$ and $E_1=1$. Since $H$ is diagonal, $e^{-tH}\psi=(2,e^{-t})$ and $He^{-tH}\psi=(0,e^{-t})$. Taking the product with $\phi=(1,-1)$ gives

$$\langle\phi,e^{-tH}\psi\rangle=2-e^{-t},\qquad E_{\rm mix}(t)=\frac{-e^{-t}}{2-e^{-t}}.$$

For $t\ge0$ we have $0<e^{-t}\le1$, so the overlap is at least $1$ and the estimator is negative. It starts at $-1$ and tends to $0$. To see that it rises, take $0\le s<t$ and set $x=e^{-s}$, $y=e^{-t}$, so that $y<x\le1$. Both denominators are positive, and cross-multiplying turns $-x/(2-x)<-y/(2-y)$ into $-2x+xy<-2y+xy$, which is $y<x$.

The vectors are not normalised. Dividing them by their norms $\sqrt2$ and $\sqrt5$ changes the overlap to $(2-e^{-t})/\sqrt{10}$ and leaves the estimator as it is.

**Any finite number of levels.** In the energy eigenbasis, with real amplitudes and weights $w_i=\phi_i\psi_i$,

$$E_{\rm mix}(t)=\frac{\sum_i w_iE_ie^{-tE_i}}{\sum_i w_ie^{-tE_i}}.$$

Subtracting a reference energy $e$ gives

$$E_{\rm mix}(t)-e=\frac{\sum_i w_i(E_i-e)e^{-tE_i}}{\sum_i w_ie^{-tE_i}}.$$

For positive overlap the sign is that of the numerator. Set $e=E_g$, the ground energy, so that every $E_i-E_g\ge0$. If all $w_i\ge0$, the numerator is non-negative and the bound $E_{\rm mix}\ge E_g$ holds. This includes $\phi=\psi$, where $w_i=\psi_i^2$. If instead $w_i\le0$ for all $i\ne g$, and some level above $E_g$ has a negative weight, the numerator is negative and the bound fails. The example has $w=(2,-1)$.

**The limit.** Let the ground level be non-degenerate with $w_g\neq0$. Cancelling $e^{-tE_g}$ from numerator and denominator leaves factors $e^{-t(E_i-E_g)}$, which vanish as $t\to\infty$ for $i\ne g$. What remains is $w_gE_g/w_g=E_g$, whatever the signs of the other weights.

In Lean 4 with Mathlib:

```lean
import Mathlib

open Matrix Filter Topology

namespace MixedEstimatorProjection

noncomputable section

variable {n : Type*} [Fintype n] [DecidableEq n]

/-- The imaginary-time propagator `exp(-tH)`. -/
def propagator (H : Matrix n n ℝ) (t : ℝ) : Matrix n n ℝ :=
  NormedSpace.exp ((-t) • H)

/-- The overlap `⟨φ, exp(-tH) ψ⟩` of a trial state with the projected state. -/
def overlap (H : Matrix n n ℝ) (φ ψ : n → ℝ) (t : ℝ) : ℝ :=
  φ ⬝ᵥ (propagator H t *ᵥ ψ)

/-- The mixed estimator `⟨φ, H exp(-tH) ψ⟩ / ⟨φ, exp(-tH) ψ⟩` of the energy. -/
def mixedEnergy (H : Matrix n n ℝ) (φ ψ : n → ℝ) (t : ℝ) : ℝ :=
  (φ ⬝ᵥ (H *ᵥ (propagator H t *ᵥ ψ))) / overlap H φ ψ t

/-- In the energy eigenbasis the propagator multiplies each level by `exp(-t * E i)`. -/
theorem propagator_diagonal (E : n → ℝ) (t : ℝ) :
    propagator (diagonal E) t = diagonal (fun i => Real.exp (-t * E i)) := by
  have h : (-t) • diagonal E = diagonal (fun i => -t * E i) := by
    ext i j
    by_cases hij : i = j
    · subst hij
      simp
    · simp [hij]
  unfold propagator
  rw [h, Matrix.exp_diagonal]
  congr 1
  funext i
  rw [Real.exp_eq_exp_ℝ]
  -- the exponential of a function is taken level by level
  exact Pi.coe_exp _ _

/-- The overlap is the sum over levels of `φ i * ψ i` times `exp(-t * E i)`. -/
theorem overlap_diagonal (E φ ψ : n → ℝ) (t : ℝ) :
    overlap (diagonal E) φ ψ t = ∑ i, φ i * ψ i * Real.exp (-t * E i) := by
  unfold overlap
  rw [propagator_diagonal]
  simp only [dotProduct, Matrix.mulVec_diagonal]
  exact Finset.sum_congr rfl fun i _ => by ring

/-- The mixed estimator is the sum of the energies `E i` times `φ i * ψ i * exp(-t * E i)`, divided
by the sum of these factors without the energies. -/
theorem mixedEnergy_diagonal (E φ ψ : n → ℝ) (t : ℝ) :
    mixedEnergy (diagonal E) φ ψ t =
      (∑ i, φ i * ψ i * E i * Real.exp (-t * E i)) /
        ∑ i, φ i * ψ i * Real.exp (-t * E i) := by
  unfold mixedEnergy
  rw [overlap_diagonal, propagator_diagonal]
  congr 1
  simp only [dotProduct, Matrix.mulVec_diagonal]
  exact Finset.sum_congr rfl fun i _ => by ring

/-- For positive overlap, the mixed estimator lies below a reference energy `e` exactly when the sum
of the differences `E i - e`, weighted by `φ i * ψ i * exp(-t * E i)`, is negative. -/
theorem mixedEnergy_lt_iff (E φ ψ : n → ℝ) (e t : ℝ)
    (hpos : 0 < overlap (diagonal E) φ ψ t) :
    mixedEnergy (diagonal E) φ ψ t < e ↔
      ∑ i, φ i * ψ i * (E i - e) * Real.exp (-t * E i) < 0 := by
  rw [overlap_diagonal] at hpos
  have h : ∑ i, φ i * ψ i * (E i - e) * Real.exp (-t * E i) =
      (∑ i, φ i * ψ i * E i * Real.exp (-t * E i)) -
        e * ∑ i, φ i * ψ i * Real.exp (-t * E i) := by
    rw [Finset.mul_sum, ← Finset.sum_sub_distrib]
    exact Finset.sum_congr rfl fun i _ => by ring
  rw [mixedEnergy_diagonal, div_lt_iff₀ hpos, h]
  constructor <;> intro _ <;> linarith

/-- If no level has a negative weight `φ i * ψ i` and the overlap is positive, the mixed
estimator is bounded below by the ground energy. -/
theorem ground_le_mixedEnergy (E φ ψ : n → ℝ) (g : n) (t : ℝ)
    (hE : ∀ i, E g ≤ E i) (hw : ∀ i, 0 ≤ φ i * ψ i)
    (hpos : 0 < overlap (diagonal E) φ ψ t) :
    E g ≤ mixedEnergy (diagonal E) φ ψ t := by
  by_contra hlt
  have h := (mixedEnergy_lt_iff E φ ψ (E g) t hpos).mp (not_le.mp hlt)
  have h0 : 0 ≤ ∑ i, φ i * ψ i * (E i - E g) * Real.exp (-t * E i) :=
    Finset.sum_nonneg fun i _ =>
      mul_nonneg (mul_nonneg (hw i) (sub_nonneg.mpr (hE i))) (Real.exp_pos _).le
  linarith

/-- If no level other than a ground level `g` has a positive weight, and some level `k` above the
ground energy has a negative one, the mixed estimator is below the ground energy whenever the
overlap is positive. -/
theorem mixedEnergy_lt_ground (E φ ψ : n → ℝ) (g k : n) (t : ℝ)
    (hE : ∀ i, E g ≤ E i) (hw : ∀ i, i ≠ g → φ i * ψ i ≤ 0)
    (hk : E g < E k) (hwk : φ k * ψ k < 0)
    (hpos : 0 < overlap (diagonal E) φ ψ t) :
    mixedEnergy (diagonal E) φ ψ t < E g := by
  rw [mixedEnergy_lt_iff E φ ψ (E g) t hpos]
  calc ∑ i, φ i * ψ i * (E i - E g) * Real.exp (-t * E i)
      < ∑ _i : n, (0 : ℝ) := by
        refine Finset.sum_lt_sum (fun i _ => ?_) ⟨k, Finset.mem_univ k, ?_⟩
        · by_cases hi : i = g
          · subst hi
            simp
          · exact mul_nonpos_of_nonpos_of_nonneg
              (mul_nonpos_of_nonpos_of_nonneg (hw i hi) (sub_nonneg.mpr (hE i)))
              (Real.exp_pos _).le
        · exact mul_neg_of_neg_of_pos
            (mul_neg_of_neg_of_pos hwk (sub_pos.mpr hk)) (Real.exp_pos _)
    _ = 0 := by simp

/-- Relative to a non-degenerate ground level, a damped sum over levels keeps only its
ground-state term at long imaginary time. -/
theorem tendsto_damped_sum (E c : n → ℝ) (g : n) (hgap : ∀ i, i ≠ g → E g < E i) :
    Tendsto (fun t : ℝ => ∑ i, c i * Real.exp (-t * (E i - E g))) atTop (𝓝 (c g)) := by
  have hlim : ∑ i, (if i = g then c i else 0) = c g := by simp
  rw [← hlim]
  refine tendsto_finsetSum _ fun i _ => ?_
  by_cases hi : i = g
  · subst hi
    simp
  · -- an excited level decays with its positive gap
    have h := Real.tendsto_exp_atBot.comp
      (tendsto_neg_atTop_atBot.atBot_mul_const (sub_pos.mpr (hgap i hi)))
    simpa [hi, Function.comp_def] using h.const_mul (c i)

/-- For a non-degenerate ground level present in both states, the mixed estimator tends to
the ground energy at long imaginary time. -/
theorem mixedEnergy_tendsto (E φ ψ : n → ℝ) (g : n)
    (hgap : ∀ i, i ≠ g → E g < E i) (hg : φ g * ψ g ≠ 0) :
    Tendsto (mixedEnergy (diagonal E) φ ψ) atTop (𝓝 (E g)) := by
  -- factor the ground-state exponential out of numerator and denominator
  have key : ∀ (c : n → ℝ) (t : ℝ), ∑ i, c i * Real.exp (-t * E i) =
      Real.exp (-t * E g) * ∑ i, c i * Real.exp (-t * (E i - E g)) := by
    intro c t
    rw [Finset.mul_sum]
    refine Finset.sum_congr rfl fun i _ => ?_
    have h : Real.exp (-t * E i) =
        Real.exp (-t * E g) * Real.exp (-t * (E i - E g)) := by
      rw [← Real.exp_add]
      congr 1
      ring
    rw [h]
    ring
  have h := (tendsto_damped_sum E (fun i => φ i * ψ i * E i) g hgap).div
    (tendsto_damped_sum E (fun i => φ i * ψ i) g hgap) hg
  have hval : φ g * ψ g * E g / (φ g * ψ g) = E g := mul_div_cancel_left₀ _ hg
  rw [hval] at h
  refine h.congr fun t => ?_
  rw [mixedEnergy_diagonal, key (fun i => φ i * ψ i * E i) t,
    key (fun i => φ i * ψ i) t, mul_div_mul_left _ _ (Real.exp_pos _).ne']
  rfl

/-- For `H = diag(0,1)`, `φ = (1,-1)` and `ψ = (2,1)`, at every `t ≥ 0` the overlap is positive
and the mixed estimator is `-exp(-t)/(2 - exp(-t))`, below the ground energy `0`; it tends
to `0` as `t` grows. -/
theorem mixedEnergy_not_variational :
    (∀ t : ℝ, 0 ≤ t →
      0 < overlap (diagonal ![0, 1]) ![1, -1] ![2, 1] t ∧
      mixedEnergy (diagonal ![0, 1]) ![1, -1] ![2, 1] t =
        -Real.exp (-t) / (2 - Real.exp (-t)) ∧
      mixedEnergy (diagonal ![0, 1]) ![1, -1] ![2, 1] t < 0) ∧
    Tendsto (mixedEnergy (diagonal ![0, 1]) ![1, -1] ![2, 1]) atTop (𝓝 0) := by
  constructor
  · intro t ht
    have hx : Real.exp (-t) ≤ 1 := Real.exp_le_one_iff.mpr (by linarith)
    have ho : overlap (diagonal ![0, 1]) ![1, -1] ![2, 1] t = 2 - Real.exp (-t) := by
      rw [overlap_diagonal]
      simp [Fin.sum_univ_two, sub_eq_add_neg]
    have hm : mixedEnergy (diagonal ![0, 1]) ![1, -1] ![2, 1] t =
        -Real.exp (-t) / (2 - Real.exp (-t)) := by
      rw [mixedEnergy_diagonal]
      simp [Fin.sum_univ_two, sub_eq_add_neg]
    refine ⟨by rw [ho]; linarith, hm, ?_⟩
    rw [hm]
    exact div_neg_of_neg_of_pos (neg_lt_zero.mpr (Real.exp_pos _)) (by linarith)
  · have hgap : ∀ i : Fin 2, i ≠ 0 → (![0, 1] : Fin 2 → ℝ) 0 < (![0, 1] : Fin 2 → ℝ) i := by
      intro i hi
      fin_cases i
      · exact absurd rfl hi
      · simp
    exact mixedEnergy_tendsto ![0, 1] ![1, -1] ![2, 1] 0 hgap (by simp)

/-- In the same two-level example the mixed estimator rises strictly with imaginary time
`t ≥ 0`. -/
theorem mixedEnergy_strictMonoOn :
    StrictMonoOn (mixedEnergy (diagonal ![0, 1]) ![1, -1] ![2, 1]) (Set.Ici 0) := by
  intro s hs t ht hst
  have hs0 : (0 : ℝ) ≤ s := hs
  have ht0 : (0 : ℝ) ≤ t := ht
  rw [(mixedEnergy_not_variational.1 s hs0).2.1, (mixedEnergy_not_variational.1 t ht0).2.1]
  have h1 : Real.exp (-s) ≤ 1 := Real.exp_le_one_iff.mpr (by linarith)
  have h2 : Real.exp (-t) < Real.exp (-s) := Real.exp_lt_exp.mpr (by linarith)
  rw [div_lt_div_iff₀ (by linarith) (by linarith)]
  nlinarith

end

end MixedEstimatorProjection
```

```lean
#print axioms MixedEstimatorProjection.ground_le_mixedEnergy
#print axioms MixedEstimatorProjection.mixedEnergy_lt_ground
#print axioms MixedEstimatorProjection.mixedEnergy_tendsto
#print axioms MixedEstimatorProjection.mixedEnergy_strictMonoOn
```

```
'MixedEstimatorProjection.ground_le_mixedEnergy' depends on axioms: [propext, Classical.choice, Quot.sound]
'MixedEstimatorProjection.mixedEnergy_lt_ground' depends on axioms: [propext, Classical.choice, Quot.sound]
'MixedEstimatorProjection.mixedEnergy_tendsto' depends on axioms: [propext, Classical.choice, Quot.sound]
'MixedEstimatorProjection.mixedEnergy_strictMonoOn' depends on axioms: [propext, Classical.choice, Quot.sound]
```

**What the statements say.** The finite type `n` labels the levels, and `H : Matrix n n ℝ` is the Hamiltonian. `propagator H t` is the matrix exponential of $-tH$, with $\hbar=1$ and $t$ in inverse energy units. `⬝ᵥ` is the real dot product and `*ᵥ` applies a matrix to a vector, so `overlap` and `mixedEnergy` are the two expressions in your question.

`mixedEnergy_not_variational` states, for your example and every $t\ge0$, that the overlap is positive, that the estimator has the closed form above and that it is negative; it also states the limit $0$. `mixedEnergy_strictMonoOn` adds the strict rise on `Set.Ici 0`, the half-line $t\ge0$.

In the general theorems, `hE` says that `g` is a lowest level, `hw` fixes the signs of the weights, and `hpos` assumes a positive overlap at the time considered. For the limit, `hgap` requires a gap above `g`, and `hg` requires the ground level to be present in both states. Without `hg`, the ground level drops out of both sums and the mixed estimator cannot see it, even if the projected state itself tends to the ground state.

The definitions accept any real matrix, but the theorems concern diagonal ones, which means that the eigenbasis is already known. Complex amplitudes, infinitely many levels, time-step error and sampling noise are not treated.

**How the proof runs.** `propagator_diagonal` reduces the matrix exponential to a scalar exponential for each level, and `overlap_diagonal` and `mixedEnergy_diagonal` turn the matrix products into weighted sums. `mixedEnergy_lt_iff` is the subtraction of $e$: `div_lt_iff₀` multiplies through by the positive overlap, and `linarith` rearranges.

`ground_le_mixedEnergy` assumes the contrary and contradicts it with a sum of non-negative terms. `mixedEnergy_lt_ground` uses `Finset.sum_lt_sum`: no term is positive, and the term of level `k` is strictly negative.

For the limit, `tendsto_damped_sum` treats the sum term by term. In `mixedEnergy_tendsto`, the step `key` factors out $e^{-tE_g}$, and the limits of numerator and denominator are then divided. The example evaluates the two-term sums and takes its limit from this theorem. For monotonicity, `div_lt_div_iff₀` cross-multiplies and `nlinarith` closes the inequality.

**In a projector Monte Carlo code.** Without importance sampling, the walkers sample the propagated state, and the mixed estimator can be accumulated as a ratio of two averages. With importance sampling by $\phi$, they sample the product of $\phi$ and the propagated state. Because $H$ is symmetric, it can be applied to the known trial state instead of the sampled one, which, at walker configurations $x$ where $\phi(x)\neq0$, produces the local energy $(H\phi)(x)/\phi(x)$, weighted by that product. Without importance sampling, when $\phi$ is a single reference determinant $D_0$ and the walkers carry signed populations $N_j$ on determinants $D_j$, the mixed estimator is the projected energy $\sum_j H_{0j}N_j/N_0$.

The finite, noise-free model shows that, when the starting state differs from the trial state, a value below the ground energy at finite $t$ need not signal a bug or statistical error, and that the lower of two mixed estimates is not automatically the better one. When the projection starts from the trial state itself, $\psi=\phi$, no weight is negative and the model keeps the estimator at or above the ground energy.
